# The Gram determinant inequality for the overlaps of three pure states

For unit vectors $u,v,w$ in a complex inner-product space,

$$D = 1-|\langle u,v\rangle|^2-|\langle v,w\rangle|^2-|\langle w,u\rangle|^2+2\,\mathrm{Re}\big(\langle u,v\rangle\langle v,w\rangle\langle w,u\rangle\big)\;\ge\;0,$$

with equality exactly when the three vectors are linearly dependent.

## Three probabilities and one phase

Suppose that three pure states are prepared and the transition probability of each pair is known. Which triples of probabilities are possible? Write $p_{uv}=|\langle u,v\rangle|^2$, and likewise for the other pairs. Each lies between 0 and 1, but they are not independent: if $u$ is close to $v$ and $v$ is close to $w$, then $u$ cannot be orthogonal to $w$.

The inequality ties the probabilities to the Bargmann invariant $B=\langle u,v\rangle\langle v,w\rangle\langle w,u\rangle$. Each vector appears in $B$ once as a bra and once as a ket, so its arbitrary phase cancels. In a discretised Berry-phase calculation for a single band, the phase of $B$ is, up to a sign convention, the Berry phase of a loop of three points. When no overlap vanishes, the inequality says that the cosine of that phase is at least $(p_{uv}+p_{vw}+p_{wu}-1)/(2|B|)$. This restricts the phase only if the bound exceeds $-1$; for small overlaps it does not.

## Cauchy-Schwarz after removing one state

The inner product is linear in its second argument. Remove from $u$ and $w$ their components along $v$:

$$a=u-\langle v,u\rangle v,\qquad b=w-\langle v,w\rangle v.$$

Since $\langle v,v\rangle=1$ and $\overline{\langle v,u\rangle}=\langle u,v\rangle$,

$$\langle a,b\rangle=\langle u,w\rangle-2\langle u,v\rangle\langle v,w\rangle+\langle u,v\rangle\langle v,w\rangle=\langle u,w\rangle-\langle u,v\rangle\langle v,w\rangle.$$

The same formula with both vectors equal gives $\|a\|^2=1-p_{uv}$ and $\|b\|^2=1-p_{vw}$. Because $\overline{\langle u,w\rangle}=\langle w,u\rangle$,

$$|\langle a,b\rangle|^2=p_{wu}+p_{uv}p_{vw}-2\,\mathrm{Re}\,B.$$

Subtract this from $\|a\|^2\|b\|^2=1-p_{uv}-p_{vw}+p_{uv}p_{vw}$. The products cancel, leaving

$$\|a\|^2\|b\|^2-|\langle a,b\rangle|^2=D,$$

which is nonnegative by Cauchy-Schwarz.

The cross term is where a conjugate is easily lost. With $\langle u,w\rangle$ in place of $\langle w,u\rangle$, the triple product depends on phases and the inequality fails. For $u=v$ and $w=iu$ the wrong product is $i\cdot i=-1$, and the expression becomes $1-3-2=-4$. The cyclic product is $i\cdot(-i)=1$, which gives $D=0$.

## When the inequality is saturated

Let $D=0$. If $a=0$, then $u-\langle v,u\rangle v=0$ is a non-trivial relation. Otherwise equality in Cauchy-Schwarz gives $b=ra$ for some complex $r$, possibly zero. Written out, this is

$$-ru+\big(r\langle v,u\rangle-\langle v,w\rangle\big)v+w=0,$$

where $w$ has coefficient 1.

Conversely, let $\alpha u+\beta v+\gamma w=0$ with coefficients not all zero. The inner product with $v$ gives $\alpha\langle v,u\rangle+\beta+\gamma\langle v,w\rangle=0$. Subtracting this multiple of $v$ from the relation leaves $\alpha a+\gamma b=0$. Here $\alpha$ and $\gamma$ are not both zero, since otherwise $\beta$ would vanish too. So one remainder is a multiple of the other, and $D=0$. For a qubit this is always the case, as any three vectors in two dimensions are dependent.

## The determinant and bounds on the probabilities

Put $x=\langle u,v\rangle$, $y=\langle v,w\rangle$, $z=\langle w,u\rangle$. The matrix of overlaps has determinant

$$\det\begin{pmatrix}1&x&\bar z\\ \bar x&1&y\\ z&\bar y&1\end{pmatrix}=1-|x|^2-|y|^2-|z|^2+xyz+\overline{xyz}=D.$$

For three normalised basis functions in electronic structure, this is the determinant of their overlap matrix, and it vanishes exactly when the functions are linearly dependent.

Since $\mathrm{Re}\,B\le|B|$, the inequality implies

$$p_{uv}+p_{vw}+p_{wu}\le 1+2|x||y||z|.$$

If $\mathrm{Re}\,B\le0$, the sum is at most 1. This includes the case where two of the states are orthogonal.

## States and overlaps in Lean

The space `E` is any complex inner-product space; neither finite dimension nor completeness is assumed. States are vectors `u v w : E`, with normalisation supplied by hypotheses such as `‖u‖ = 1`. The bracket `⟪u, v⟫_ℂ` is conjugate-linear in its first argument, as in Dirac notation.

`transProb` and `bargmann` are $p$ and $B$, and `gramDefect` is $D$, defined as a real number. In `reject v u` the removed direction comes first, so $a$ is `reject v u` and $b$ is `reject v w`.

`gram_constraint` states the inequality in full. `gramDefect_eq_zero_iff` expresses linear dependence through complex coefficients `α β γ`, not all zero. `bargmann_rephase` holds for vectors of any norm, with phase factors of modulus one.

The step from this model to an experiment is the assumption that each preparation is a pure state and that measured frequencies equal squared overlaps. Mixed states and noisy data need a separate treatment.

```lean
import Mathlib

open scoped InnerProductSpace ComplexConjugate

namespace BargmannGram

noncomputable section

variable {E : Type*} [NormedAddCommGroup E] [InnerProductSpace ℂ E]

/-- The transition probability between two states given by unit vectors: the squared modulus
of their overlap. -/
def transProb (u v : E) : ℝ := ‖⟪u, v⟫_ℂ‖ ^ 2

/-- The Bargmann invariant of three states: the cyclic product of their overlaps. -/
def bargmann (u v w : E) : ℂ := ⟪u, v⟫_ℂ * ⟪v, w⟫_ℂ * ⟪w, u⟫_ℂ

/-- One minus the three transition probabilities plus twice the real part of the
Bargmann invariant. -/
def gramDefect (u v w : E) : ℝ :=
  1 - transProb u v - transProb v w - transProb w u + 2 * (bargmann u v w).re

/-- The vector `u` with its component along the unit vector `v` removed. -/
def reject (v u : E) : E := u - ⟪v, u⟫_ℂ • v

/-- The overlap of a vector with itself is its squared norm. -/
theorem inner_self_cast (x : E) : ⟪x, x⟫_ℂ = ((‖x‖ ^ 2 : ℝ) : ℂ) :=
  (inner_self_eq_norm_sq_to_K x).trans (Complex.ofReal_pow ‖x‖ 2).symm

/-- Removing the components along a unit vector `v` subtracts from the overlap of `u` and `w`
the amplitude that passes through `v`. -/
theorem inner_reject {v : E} (hv : ‖v‖ = 1) (u w : E) :
    ⟪reject v u, reject v w⟫_ℂ = ⟪u, w⟫_ℂ - ⟪u, v⟫_ℂ * ⟪v, w⟫_ℂ := by
  have hvv : ⟪v, v⟫_ℂ = 1 := by rw [inner_self_cast, hv]; simp
  simp only [reject, inner_sub_left, inner_sub_right, inner_smul_left, inner_smul_right,
    inner_conj_symm, hvv]
  ring

/-- For unit vectors, the part of `u` orthogonal to `v` has squared norm one minus the
transition probability. -/
theorem norm_sq_reject {u v : E} (hu : ‖u‖ = 1) (hv : ‖v‖ = 1) :
    ‖reject v u‖ ^ 2 = 1 - transProb u v := by
  have h := inner_reject hv u u
  rw [inner_self_cast, inner_self_cast, hu, ← inner_conj_symm v u, Complex.mul_conj,
    Complex.normSq_eq_norm_sq, ← Complex.ofReal_sub] at h
  have h' := Complex.ofReal_injective h
  rw [h', transProb]
  ring

/-- For unit vectors, the determinant of the matrix of overlaps is `gramDefect`. -/
theorem det_gram {u v w : E} (hu : ‖u‖ = 1) (hv : ‖v‖ = 1) (hw : ‖w‖ = 1) :
    (!![⟪u, u⟫_ℂ, ⟪u, v⟫_ℂ, ⟪u, w⟫_ℂ;
        ⟪v, u⟫_ℂ, ⟪v, v⟫_ℂ, ⟪v, w⟫_ℂ;
        ⟪w, u⟫_ℂ, ⟪w, v⟫_ℂ, ⟪w, w⟫_ℂ]).det = (gramDefect u v w : ℂ) := by
  rw [inner_self_cast u, inner_self_cast v, inner_self_cast w, hu, hv, hw,
    ← inner_conj_symm v u, ← inner_conj_symm w v, ← inner_conj_symm u w]
  simp only [gramDefect, transProb, bargmann, Complex.sq_norm, Complex.normSq_apply]
  generalize ⟪u, v⟫_ℂ = x
  generalize ⟪v, w⟫_ℂ = y
  generalize ⟪w, u⟫_ℂ = z
  apply Complex.ext
  · rw [Matrix.det_fin_three, Complex.ofReal_re]
    simp
    ring
  · rw [Matrix.det_fin_three, Complex.ofReal_im]
    simp
    ring

/-- For unit vectors, `gramDefect` is the Cauchy-Schwarz deficit of the parts of `u` and `w`
orthogonal to `v`. -/
theorem gramDefect_eq {u v w : E} (hu : ‖u‖ = 1) (hv : ‖v‖ = 1) (hw : ‖w‖ = 1) :
    gramDefect u v w = ‖reject v u‖ ^ 2 * ‖reject v w‖ ^ 2
      - ‖⟪reject v u, reject v w⟫_ℂ‖ ^ 2 := by
  rw [norm_sq_reject hu hv, norm_sq_reject hw hv, inner_reject hv, ← inner_conj_symm u w]
  simp only [gramDefect, transProb, bargmann]
  rw [norm_inner_symm w v]
  generalize ⟪u, v⟫_ℂ = x
  generalize ⟪v, w⟫_ℂ = y
  generalize ⟪w, u⟫_ℂ = z
  simp only [Complex.sq_norm, Complex.normSq_apply, Complex.sub_re, Complex.sub_im,
    Complex.mul_re, Complex.mul_im, Complex.conj_re, Complex.conj_im]
  ring

/-- The Gram constraint: for three unit vectors, one minus the three transition probabilities
plus twice the real part of the Bargmann invariant is nonnegative. -/
theorem gram_constraint {u v w : E} (hu : ‖u‖ = 1) (hv : ‖v‖ = 1) (hw : ‖w‖ = 1) :
    0 ≤ 1 - transProb u v - transProb v w - transProb w u + 2 * (bargmann u v w).re := by
  change 0 ≤ gramDefect u v w
  rw [gramDefect_eq hu hv hw]
  -- Cauchy-Schwarz for the two remainders, each orthogonal to v
  have h := pow_le_pow_left₀ (norm_nonneg _)
    (norm_inner_le_norm (𝕜 := ℂ) (reject v u) (reject v w)) 2
  rw [mul_pow] at h
  linarith

/-- For unit vectors, the Gram constraint is an equality exactly when the three vectors satisfy
a non-trivial linear relation. -/
theorem gramDefect_eq_zero_iff {u v w : E} (hu : ‖u‖ = 1) (hv : ‖v‖ = 1) (hw : ‖w‖ = 1) :
    gramDefect u v w = 0 ↔
      ∃ α β γ : ℂ, (α ≠ 0 ∨ β ≠ 0 ∨ γ ≠ 0) ∧ α • u + β • v + γ • w = 0 := by
  rw [gramDefect_eq hu hv hw]
  constructor
  · intro h
    by_cases ha : reject v u = 0
    · refine ⟨1, -⟪v, u⟫_ℂ, 0, Or.inl one_ne_zero, ?_⟩
      unfold reject at ha
      linear_combination (norm := module) ha
    · -- equality in Cauchy-Schwarz makes the remainders parallel
      obtain ⟨r, hr⟩ : ∃ r : ℂ, reject v w = r • reject v u := by
        by_cases hb : reject v w = 0
        · exact ⟨0, by rw [hb, zero_smul]⟩
        · have hn : ‖⟪reject v u, reject v w⟫_ℂ‖ = ‖reject v u‖ * ‖reject v w‖ :=
            (sq_eq_sq₀ (norm_nonneg _) (by positivity)).1 (by rw [mul_pow]; linarith)
          obtain ⟨r, _, hr⟩ := (norm_inner_eq_norm_iff ha hb).1 hn
          exact ⟨r, hr⟩
      refine ⟨-r, r * ⟪v, u⟫_ℂ - ⟪v, w⟫_ℂ, 1, Or.inr (Or.inr one_ne_zero), ?_⟩
      unfold reject at hr
      linear_combination (norm := module) hr
  · rintro ⟨α, β, γ, hne, h⟩
    have hvv : ⟪v, v⟫_ℂ = 1 := by rw [inner_self_cast, hv]; simp
    have hi := congrArg (fun x => ⟪v, x⟫_ℂ) h
    simp only [inner_add_right, inner_smul_right, inner_zero_right, hvv, mul_one] at hi
    -- the relation survives the removal of the components along v
    have h' : α • reject v u + γ • reject v w = 0 := by
      calc α • reject v u + γ • reject v w
          = (α • u + β • v + γ • w) - (α * ⟪v, u⟫_ℂ + β + γ * ⟪v, w⟫_ℂ) • v := by
            simp only [reject]
            module
        _ = 0 := by rw [h, hi, zero_smul, sub_zero]
    by_cases hα : α = 0
    · have hγ : γ ≠ 0 := by
        intro hγ
        have hβ : β = 0 := by simpa [hα, hγ] using hi
        simp [hα, hβ, hγ] at hne
      have hb : reject v w = 0 := by simpa [hα, hγ] using h'
      rw [hb]
      simp
    · obtain ⟨c, hc⟩ : ∃ c : ℂ, reject v u = c • reject v w := by
        refine ⟨-(α⁻¹ * γ), ?_⟩
        calc reject v u = α⁻¹ • α • reject v u := (inv_smul_smul₀ hα _).symm
          _ = -(α⁻¹ * γ) • reject v w := by
            rw [eq_neg_of_add_eq_zero_left h']
            module
      rw [hc, inner_smul_left, norm_smul, norm_mul, RCLike.norm_conj, inner_self_cast,
        Complex.norm_real, Real.norm_of_nonneg (sq_nonneg _)]
      ring

/-- The Bargmann invariant is unchanged when the three vectors are multiplied by phases. -/
theorem bargmann_rephase {a b c : ℂ} (ha : ‖a‖ = 1) (hb : ‖b‖ = 1) (hc : ‖c‖ = 1)
    (u v w : E) : bargmann (a • u) (b • v) (c • w) = bargmann u v w := by
  have key : ∀ z : ℂ, ‖z‖ = 1 → conj z * z = 1 := by
    intro z hz
    rw [mul_comm, Complex.mul_conj, Complex.normSq_eq_norm_sq, hz]
    simp
  simp only [bargmann, inner_smul_left, inner_smul_right]
  calc _ = (conj a * a) * (conj b * b) * (conj c * c)
        * (⟪u, v⟫_ℂ * ⟪v, w⟫_ℂ * ⟪w, u⟫_ℂ) := by ring
    _ = _ := by rw [key a ha, key b hb, key c hc]; ring

/-- For three unit vectors, the sum of the transition probabilities is at most one plus twice
the product of the moduli of the overlaps. -/
theorem transProb_sum_le {u v w : E} (hu : ‖u‖ = 1) (hv : ‖v‖ = 1) (hw : ‖w‖ = 1) :
    transProb u v + transProb v w + transProb w u
      ≤ 1 + 2 * (‖⟪u, v⟫_ℂ‖ * ‖⟪v, w⟫_ℂ‖ * ‖⟪w, u⟫_ℂ‖) := by
  have h := gram_constraint hu hv hw
  have hB := Complex.re_le_norm (bargmann u v w)
  have hn : ‖bargmann u v w‖ = ‖⟪u, v⟫_ℂ‖ * ‖⟪v, w⟫_ℂ‖ * ‖⟪w, u⟫_ℂ‖ := by
    rw [bargmann, norm_mul, norm_mul]
  linarith

/-- If the Bargmann invariant of three unit vectors has nonpositive real part, their transition
probabilities sum to at most one. -/
theorem transProb_sum_le_one {u v w : E} (hu : ‖u‖ = 1) (hv : ‖v‖ = 1) (hw : ‖w‖ = 1)
    (hB : (bargmann u v w).re ≤ 0) :
    transProb u v + transProb v w + transProb w u ≤ 1 := by
  have h := gram_constraint hu hv hw
  linarith

end

end BargmannGram
```

```lean
#print axioms BargmannGram.det_gram
#print axioms BargmannGram.bargmann_rephase
#print axioms BargmannGram.transProb_sum_le
#print axioms BargmannGram.transProb_sum_le_one
```

```
'BargmannGram.det_gram' depends on axioms: [propext, Classical.choice, Quot.sound]
'BargmannGram.bargmann_rephase' depends on axioms: [propext, Classical.choice, Quot.sound]
'BargmannGram.transProb_sum_le' depends on axioms: [propext, Classical.choice, Quot.sound]
'BargmannGram.transProb_sum_le_one' depends on axioms: [propext, Classical.choice, Quot.sound]
```

## From remainders to the inequality in the code

`inner_reject` computes $\langle a,b\rangle$ by expanding the inner product, and `norm_sq_reject` applies it to $u$ twice to obtain $\|a\|^2$. `gramDefect_eq` is the identity between $D$ and the Cauchy-Schwarz deficit. It replaces the overlaps by complex numbers `x`, `y`, `z`, splits them into real and imaginary parts, and leaves a polynomial identity to `ring`. `det_gram` treats the determinant in the same way, comparing real and imaginary parts separately.

`gram_constraint` then squares Mathlib's Cauchy-Schwarz inequality `norm_inner_le_norm` for the two remainders.

In `gramDefect_eq_zero_iff`, Mathlib's criterion for equality, `norm_inner_eq_norm_iff`, requires both vectors to be nonzero, so the cases $a=0$ and $b=0$ are handled first. In the converse direction, `hi` is the inner product of the relation with $v$, and `h'` is $\alpha a+\gamma b=0$. If $\alpha=0$, then $b=0$; otherwise $a=-(\gamma/\alpha)b$. In both cases the deficit vanishes.

`bargmann_rephase` collects each phase with its conjugate into a factor 1. The last two theorems combine `gram_constraint` with $\mathrm{Re}\,B\le|B|$ and with the assumed sign of $\mathrm{Re}\,B$, respectively.
